# A momentum source has no spatially uniform linearised steady state under momentum-conserving phonon scattering, but a finite relaxation-time response if every mode scatters

Three-phonon scattering is modelled here by a finite set of modes and a table of rates $\Gamma_{ijk}$ for processes $i+j\rightleftharpoons k$. A process with non-zero rate conserves frequency and wave vector exactly. Wave vectors add in $\mathbb R^d$, with no reciprocal-lattice vector allowed, so umklapp is excluded, as are boundary and impurity scattering. The deviation of the occupations from the drifting distribution is taken to be uniform in space.

## Modes, processes and the drifting distribution

In Lean 4 with Mathlib:

```lean
import Mathlib

open Matrix

namespace PhononBoltzmann

noncomputable section

variable {ι : Type*} {d : ℕ}
```

The type `ι` is the set of modes, and `d` is the dimension of wave-vector space.

```lean
/-- Every three-phonon process `(i, j, k)`, read as `i + j ⇌ k`, that has a non-zero rate
conserves energy and wave vector. -/
def Conserving (ω : ι → ℝ) (q : ι → Fin d → ℝ) (Γ : ι × ι × ι → ℝ) : Prop :=
  ∀ p, Γ p ≠ 0 → ω p.1 + ω p.2.1 = ω p.2.2 ∧ q p.1 + q p.2.1 = q p.2.2
```

Mode $i$ has frequency $\omega_i$ and wave vector $q_i$, a function `Fin d → ℝ`. A triple `p` is $(i,j,k)$, with $i$ = `p.1`, $j$ = `p.2.1`, $k$ = `p.2.2`. `Conserving` says that $\Gamma_p\neq0$ implies $\omega_i+\omega_j=\omega_k$ and $q_i+q_j=q_k$.

```lean
/-- The Bose distribution drifting with velocity `u`, for modes with `β (ω - u·q) ≠ 0`. -/
def drifting (β : ℝ) (u : Fin d → ℝ) (ω : ι → ℝ) (q : ι → Fin d → ℝ) (i : ι) : ℝ :=
  1 / (Real.exp (β * (ω i - u ⬝ᵥ q i)) - 1)
```

With $\hbar=1$, inverse temperature $\beta$ and drift velocity $u$, this is
$$n_i=\frac{1}{e^{x_i}-1},\qquad x_i=\beta(\omega_i-u\cdot q_i).$$
The symbol `⬝ᵥ` is the dot product.

```lean
/-- Fusion `i + j → k` minus decay `k → i + j`, with the Bose factors of the occupations `n`. -/
def netFusion (n : ι → ℝ) (p : ι × ι × ι) : ℝ :=
  n p.1 * n p.2.1 * (1 + n p.2.2) - (1 + n p.1) * (1 + n p.2.1) * n p.2.2
```

For any occupations $n$, the net fusion factor is
$$F_p(n)=n_in_j(1+n_k)-(1+n_i)(1+n_j)n_k.$$

```lean
/-- At `β > 0` the drifting occupation of a mode with `ω - u·q > 0` is positive. -/
theorem drifting_pos {β : ℝ} {u : Fin d → ℝ} {ω : ι → ℝ} {q : ι → Fin d → ℝ} (hβ : 0 < β)
    {i : ι} (hi : 0 < ω i - u ⬝ᵥ q i) : 0 < drifting β u ω q i := by
  have h := Real.one_lt_exp_iff.mpr (mul_pos hβ hi)
  exact one_div_pos.mpr (by linarith)
```

If $\beta>0$ and $\omega_i-u\cdot q_i>0$, then $x_i>0$, so $e^{x_i}>1$ and $n_i>0$. The condition keeps the drift slow enough for every mode to have a positive Bose occupation.

```lean
/-- Detailed balance: for `β > 0` and `ω - u·q > 0` in all modes, fusion and decay cancel in the
drifting distribution for each process that conserves energy and wave vector. -/
theorem drifting_detailed_balance {β : ℝ} {u : Fin d → ℝ} {ω : ι → ℝ} {q : ι → Fin d → ℝ}
    (hβ : 0 < β) (hgap : ∀ i, 0 < ω i - u ⬝ᵥ q i) {p : ι × ι × ι}
    (hω : ω p.1 + ω p.2.1 = ω p.2.2) (hq : q p.1 + q p.2.1 = q p.2.2) :
    netFusion (drifting β u ω q) p = 0 := by
  have hx : β * (ω p.2.2 - u ⬝ᵥ q p.2.2)
      = β * (ω p.1 - u ⬝ᵥ q p.1) + β * (ω p.2.1 - u ⬝ᵥ q p.2.1) := by
    rw [← hω, ← hq, dotProduct_add]; ring
  have hi := Real.one_lt_exp_iff.mpr (mul_pos hβ (hgap p.1))
  have hj := Real.one_lt_exp_iff.mpr (mul_pos hβ (hgap p.2.1))
  -- for a Bose occupation, 1 + n = exp(x) n
  have key : ∀ a : ℝ, a - 1 ≠ 0 → 1 + 1 / (a - 1) = a * (1 / (a - 1)) := by
    intro a ha
    linear_combination -(one_div_mul_cancel ha)
  simp only [netFusion, drifting]
  rw [hx, Real.exp_add]
  generalize Real.exp (β * (ω p.1 - u ⬝ᵥ q p.1)) = a at hi ⊢
  generalize Real.exp (β * (ω p.2.1 - u ⬝ᵥ q p.2.1)) = b at hj ⊢
  have hab : 0 < a * b - 1 := by nlinarith
  rw [key a (sub_pos.mpr hi).ne', key b (sub_pos.mpr hj).ne', key (a * b) hab.ne']
  ring
```

The conservation laws give $x_k=x_i+x_j$, hence $e^{x_k}=e^{x_i}e^{x_j}$. A Bose occupation satisfies $1+n=e^xn$, which is the step `key`. Therefore
$$n_in_j(1+n_k)=e^{x_i}e^{x_j}n_in_jn_k=(1+n_i)(1+n_j)n_k,$$
and $F_p=0$. In the code, `generalize` replaces the two exponentials by letters, and `ring` finishes the algebra.

## The collision term and its linearisation

```lean
variable [DecidableEq ι]

/-- Change of the occupation of mode `m` in one fusion event `i + j → k`. -/
def gain (p : ι × ι × ι) (m : ι) : ℝ :=
  (if m = p.2.2 then 1 else 0) - (if m = p.1 then 1 else 0) - (if m = p.2.1 then 1 else 0)
```

One fusion changes the occupation of mode $m$ by $g_p(m)=\delta_{mk}-\delta_{mi}-\delta_{mj}$. If $i=j\ne k$, that mode loses two phonons.

```lean
variable [Fintype ι]

/-- The three-phonon collision term: the rate of change of the occupation of mode `m`. -/
def collision (Γ : ι × ι × ι → ℝ) (n : ι → ℝ) (m : ι) : ℝ :=
  ∑ p, Γ p * gain p m * netFusion n p
```

The collision term is $C_m(n)=\sum_p\Gamma_p\,g_p(m)\,F_p(n)$. The sum runs over ordered triples, so $(i,j,k)$ and $(j,i,k)$ are separate entries, and any factor for double counting belongs in $\Gamma$.

```lean
/-- The matrix `O` with entries `∑ Γ n_i n_j (1 + n_k) g(m) g(l)` over the processes, where `g` is
`gain`. -/
def scatteringMatrix (Γ : ι × ι × ι → ℝ) (n : ι → ℝ) : Matrix ι ι ℝ :=
  Matrix.of fun m l =>
    ∑ p, Γ p * (n p.1 * n p.2.1 * (1 + n p.2.2)) * gain p m * gain p l
```

With the weight $W_p=n_in_j(1+n_k)$, the matrix is
$$O_{ml}=\sum_p\Gamma_pW_p\,g_p(m)\,g_p(l).$$

```lean
/-- For `β > 0` and `ω - u·q > 0` in all modes, the drifting distribution annuls the collision
term of every mode when the processes conserve energy and wave vector. -/
theorem collision_drifting {β : ℝ} {u : Fin d → ℝ} {ω : ι → ℝ} {q : ι → Fin d → ℝ}
    {Γ : ι × ι × ι → ℝ} (hβ : 0 < β) (hgap : ∀ i, 0 < ω i - u ⬝ᵥ q i)
    (hΓ : Conserving ω q Γ) (m : ι) : collision Γ (drifting β u ω q) m = 0 := by
  refine Finset.sum_eq_zero fun p _ => ?_
  by_cases h : Γ p = 0
  · simp [h]
  · rw [drifting_detailed_balance hβ hgap (hΓ p h).1 (hΓ p h).2, mul_zero]
```

In each term of $C_m$ either $\Gamma_p=0$ or, by detailed balance, $F_p=0$. The drifting distribution therefore annuls the full nonlinear collision term of every mode.

```lean
/-- The matrix `O` acts on `φ` through the combinations `φ_k - φ_i - φ_j` of the processes. -/
theorem scatteringMatrix_mulVec (Γ : ι × ι × ι → ℝ) (n φ : ι → ℝ) (m : ι) :
    (scatteringMatrix Γ n *ᵥ φ) m = ∑ p, Γ p * (n p.1 * n p.2.1 * (1 + n p.2.2)) *
      gain p m * (φ p.2.2 - φ p.1 - φ p.2.1) := by
  have hs : ∀ p : ι × ι × ι, ∑ l, gain p l * φ l = φ p.2.2 - φ p.1 - φ p.2.1 := by
    intro p
    simp [gain, sub_mul, Finset.sum_sub_distrib, ite_mul]
  simp only [Matrix.mulVec, dotProduct, scatteringMatrix, Matrix.of_apply, Finset.sum_mul]
  rw [Finset.sum_comm]
  refine Finset.sum_congr rfl fun p _ => ?_
  rw [← hs p, Finset.mul_sum]
  exact Finset.sum_congr rfl fun l _ => by ring
```

Here `*ᵥ` applies a matrix to a vector. Since $\sum_l g_p(l)\varphi_l=\varphi_k-\varphi_i-\varphi_j$, exchanging the two sums gives
$$(O\varphi)_m=\sum_p\Gamma_pW_p\,g_p(m)(\varphi_k-\varphi_i-\varphi_j).$$

```lean
/-- At occupations `n` in detailed balance, the collision term changes at first order by `-O φ`
under the perturbation `n (1 + n) φ`. -/
theorem collision_linearised {Γ : ι × ι × ι → ℝ} {n : ι → ℝ}
    (hn : ∀ p, Γ p ≠ 0 → netFusion n p = 0) (φ : ι → ℝ) (m : ι) :
    HasDerivAt (fun t : ℝ => collision Γ (fun i => n i + t * (n i * (1 + n i) * φ i)) m)
      (-(scatteringMatrix Γ n *ᵥ φ) m) 0 := by
  have hd : ∀ i, HasDerivAt (fun t : ℝ => n i + t * (n i * (1 + n i) * φ i))
      (n i * (1 + n i) * φ i) 0 := fun i =>
    (((hasDerivAt_id' (0 : ℝ)).mul_const (n i * (1 + n i) * φ i)).const_add (n i)).congr_deriv
      (one_mul _)
  rw [scatteringMatrix_mulVec, ← Finset.sum_neg_distrib]
  unfold collision netFusion
  refine HasDerivAt.fun_sum fun p _ => ?_
  have hb : Γ p * netFusion n p = 0 := by
    by_cases h : Γ p = 0
    · rw [h, zero_mul]
    · rw [hn p h, mul_zero]
  simp only [netFusion] at hb
  refine (((((hd p.1).fun_mul (hd p.2.1)).fun_mul ((hd p.2.2).const_add 1)).fun_sub
    ((((hd p.1).const_add 1).fun_mul ((hd p.2.1).const_add 1)).fun_mul
      (hd p.2.2))).const_mul (Γ p * gain p m)).congr_deriv ?_
  simp only [zero_mul, add_zero]
  -- detailed balance brings the three partial derivatives to one common weight
  linear_combination
    (gain p m * (n p.1 * φ p.1 + n p.2.1 * φ p.2.1 + (1 + n p.2.2) * φ p.2.2)) * hb
```

This theorem connects $O$ to the collision term. Perturb the occupations to $n_i+t\,n_i(1+n_i)\varphi_i$ and differentiate at $t=0$. The fusion part of $F_p$ contributes
$$n_in_j(1+n_k)\big[(1+n_i)\varphi_i+(1+n_j)\varphi_j+n_k\varphi_k\big],$$
and the decay part, to be subtracted, contributes
$$(1+n_i)(1+n_j)n_k\big[n_i\varphi_i+n_j\varphi_j+(1+n_k)\varphi_k\big].$$
Detailed balance makes both prefactors equal to $W_p$, so the difference is $W_p(\varphi_i+\varphi_j-\varphi_k)$. Summing over processes gives $dC_m/dt=-(O\varphi)_m$.

`HasDerivAt` states that the derivative exists and has this value. The hypothesis `hn` is detailed balance for every active process, which the drifting distribution satisfies. The product rule is assembled from `hd`, and `linear_combination` inserts the balance condition `hb`.

## Null vectors and the diagonal

```lean
/-- The matrix `O` is symmetric at any occupations `n`. -/
theorem scatteringMatrix_isSymm (Γ : ι × ι × ι → ℝ) (n : ι → ℝ) :
    (scatteringMatrix Γ n).IsSymm := by
  refine Matrix.IsSymm.ext fun m l => ?_
  simp only [scatteringMatrix, Matrix.of_apply]
  exact Finset.sum_congr rfl fun p _ => by ring
```

Exchanging $m$ and $l$ only exchanges two factors in each term, so $O_{ml}=O_{lm}$.

```lean
/-- When the processes conserve energy and wave vector, each drift `v·q` is a null vector
of `O`. -/
theorem scatteringMatrix_drift {ω : ι → ℝ} {q : ι → Fin d → ℝ} {Γ : ι × ι × ι → ℝ}
    (hΓ : Conserving ω q Γ) (n : ι → ℝ) (v : Fin d → ℝ) :
    scatteringMatrix Γ n *ᵥ (fun i => v ⬝ᵥ q i) = 0 := by
  funext m
  rw [scatteringMatrix_mulVec, Pi.zero_apply]
  refine Finset.sum_eq_zero fun p _ => ?_
  by_cases h : Γ p = 0
  · simp [h]
  · have e : v ⬝ᵥ q p.2.2 = v ⬝ᵥ q p.1 + v ⬝ᵥ q p.2.1 := by
      rw [← (hΓ p h).2, dotProduct_add]
    simp only [e]
    ring
```

For any vector $v$, put $s_i=v\cdot q_i$. Wave-vector conservation gives $s_k-s_i-s_j=0$ in every active process, so $Os=0$. This holds at any occupations $n$.

```lean
/-- Let `β > 0`, `ω - u·q > 0` in all modes, and the rates be non-negative and conserving. Then
`O_mm > 0` at the drifting distribution for a mode `m` in a process of positive rate. -/
theorem scatteringMatrix_diag_pos {β : ℝ} {u : Fin d → ℝ} {ω : ι → ℝ} {q : ι → Fin d → ℝ}
    {Γ : ι × ι × ι → ℝ} (hβ : 0 < β) (hgap : ∀ i, 0 < ω i - u ⬝ᵥ q i)
    (hΓ : Conserving ω q Γ) (hpos : ∀ p, 0 ≤ Γ p) {m : ι}
    (hm : ∃ p, 0 < Γ p ∧ (m = p.1 ∨ m = p.2.1 ∨ m = p.2.2)) :
    0 < scatteringMatrix Γ (drifting β u ω q) m m := by
  obtain ⟨p, hp, hm⟩ := hm
  have hg : ω p.2.2 - u ⬝ᵥ q p.2.2
      = (ω p.1 - u ⬝ᵥ q p.1) + (ω p.2.1 - u ⬝ᵥ q p.2.1) := by
    rw [← (hΓ p hp.ne').1, ← (hΓ p hp.ne').2, dotProduct_add]; ring
  -- the product of a fusion differs from both fusing modes
  have hki : p.2.2 ≠ p.1 := fun h => by
    rw [h] at hg; linarith [hgap p.2.1]
  have hkj : p.2.2 ≠ p.2.1 := fun h => by
    rw [h] at hg; linarith [hgap p.1]
  have hs : gain p m ≠ 0 := by
    unfold gain
    rcases hm with rfl | rfl | rfl
    · rw [if_neg hki.symm, if_pos rfl]
      split_ifs <;> norm_num
    · rw [if_neg hkj.symm, if_pos rfl]
      split_ifs <;> norm_num
    · rw [if_pos rfl, if_neg hki, if_neg hkj]
      norm_num
  have hw : ∀ r : ι × ι × ι, 0 < drifting β u ω q r.1 * drifting β u ω q r.2.1 *
      (1 + drifting β u ω q r.2.2) := by
    intro r
    have h1 := drifting_pos hβ (hgap r.1)
    have h2 := drifting_pos hβ (hgap r.2.1)
    have h3 := drifting_pos hβ (hgap r.2.2)
    positivity
  simp only [scatteringMatrix, Matrix.of_apply]
  refine Finset.sum_pos' (fun r _ => ?_) ⟨p, Finset.mem_univ _, ?_⟩
  · rw [mul_assoc]
    exact mul_nonneg (mul_nonneg (hpos r) (hw r).le) (mul_self_nonneg _)
  · rw [mul_assoc]
    exact mul_pos (mul_pos hp (hw p)) (mul_self_pos.mpr hs)
```

The diagonal element is $O_{mm}=\sum_p\Gamma_pW_p\,g_p(m)^2$. With non-negative rates and positive occupations no term is negative, so one positive term is enough.

Take a process of positive rate that contains $m$. Its shifted frequencies $\Omega_i=\omega_i-u\cdot q_i$ obey $\Omega_k=\Omega_i+\Omega_j$ with all three positive, so $k$ differs from both $i$ and $j$. Then $g_p(m)$ is $1$ for the product and $-1$ or $-2$ for a fusing mode, never zero. These are the steps `hki`, `hkj` and `hs`; `hw` supplies $W_p>0$.

## The full equation against its diagonal part

```lean
/-- Let `β > 0`, `ω - u·q > 0`, the rates be non-negative and conserving, and every mode take part
in a process of positive rate. Take `O` at the drifting distribution. If `∑ b_i v·q_i ≠ 0`, then
`O φ = b` has no solution, yet the diagonal equation `O_ii φ_i = b_i` has one, with positive
response `∑ b_i² / O_ii`. -/
theorem no_solution_but_relaxation_time {β : ℝ} {u : Fin d → ℝ} {ω : ι → ℝ}
    {q : ι → Fin d → ℝ} {Γ : ι × ι × ι → ℝ} (hβ : 0 < β) (hgap : ∀ i, 0 < ω i - u ⬝ᵥ q i)
    (hΓ : Conserving ω q Γ) (hpos : ∀ p, 0 ≤ Γ p)
    (hpart : ∀ m, ∃ p, 0 < Γ p ∧ (m = p.1 ∨ m = p.2.1 ∨ m = p.2.2))
    {O : Matrix ι ι ℝ} (hO : O = scatteringMatrix Γ (drifting β u ω q))
    {b : ι → ℝ} {v : Fin d → ℝ} (hb : ∑ i, b i * (v ⬝ᵥ q i) ≠ 0) :
    (¬ ∃ φ, O *ᵥ φ = b) ∧ (∀ i, 0 < O i i) ∧
      ∃ φ : ι → ℝ, (∀ i, O i i * φ i = b i) ∧
        b ⬝ᵥ φ = ∑ i, b i ^ 2 / O i i ∧ 0 < ∑ i, b i ^ 2 / O i i := by
  have hdiag : ∀ i, 0 < O i i := fun i => by
    rw [hO]; exact scatteringMatrix_diag_pos hβ hgap hΓ hpos (hpart i)
  have hsymm : Oᵀ = O := by
    rw [hO]; exact (scatteringMatrix_isSymm Γ _).eq
  have hnull : O *ᵥ (fun i => v ⬝ᵥ q i) = 0 := by
    rw [hO]; exact scatteringMatrix_drift hΓ _ v
  refine ⟨?_, hdiag, fun i => b i / O i i, fun i => ?_, ?_, ?_⟩
  · -- the range of a symmetric matrix is orthogonal to its null vectors
    rintro ⟨φ, hφ⟩
    have h0 : b ⬝ᵥ (fun i => v ⬝ᵥ q i) = 0 := by
      rw [← hφ, dotProduct_comm, Matrix.dotProduct_mulVec, ← Matrix.mulVec_transpose,
        hsymm, hnull, zero_dotProduct]
    exact hb h0
  · have h := (hdiag i).ne'
    field_simp
  · simp only [dotProduct]
    exact Finset.sum_congr rfl fun i _ => by ring
  · obtain ⟨i, hi⟩ : ∃ i, b i ≠ 0 := by
      by_contra h
      exact hb (Finset.sum_eq_zero fun i _ => by
        rw [not_not.mp (not_exists.mp h i), zero_mul])
    exact Finset.sum_pos' (fun j _ => div_nonneg (sq_nonneg _) (hdiag j).le)
      ⟨i, Finset.mem_univ _, div_pos (by positivity) (hdiag i)⟩
```

Let $b_i$ be the rate at which an external source feeds mode $i$. With $\varphi$ uniform in space, a linearised steady state requires $O\varphi=b$. A $\varphi$ that varies in space would add a transport term, which can carry momentum away. The hypothesis `hb` says $\sum_i b_i\,v\cdot q_i\neq0$: the source supplies crystal momentum along $v$. This $v$ is independent of the background drift $u$.

If a solution $\varphi$ existed, symmetry would give
$$\sum_i b_is_i=\sum_i(O\varphi)_is_i=\sum_i\varphi_i(Os)_i=0,$$
contradicting `hb`. Collisions that conserve momentum cannot remove what the source supplies.

The relaxation-time equation keeps only the diagonal, $O_{ii}\varphi_i=b_i$. By `hpart` every mode takes part in a process of positive rate, so every $O_{ii}>0$ and $\varphi_i=b_i/O_{ii}$ is a solution. Its response is $\sum_ib_i\varphi_i=\sum_ib_i^2/O_{ii}$, which is positive because `hb` forces some $b_i\neq0$.

For $u=0$ and a source due to a temperature gradient, this response is proportional to the relaxation-time value of the thermal conductivity along the gradient. The theorem applies when that source satisfies `hb`. In this finite model without umklapp, a finite relaxation-time conductivity is thus no evidence that the full linearised equation has a solution.

Wave-vector conservation is essential to the first conclusion. Take two modes in one dimension with $\omega=(1,2)$, $q=(1,0)$, $u=0$ and the single process $0+0\rightleftharpoons1$ at unit rate. Frequency is conserved, but wave vector is not, as in an umklapp process. With $g=(-2,1)$ and $W=n_0^2(1+n_1)$ one has $O=W\,gg^{\mathsf T}$. For $b=g$ the vector $\varphi=g/(5W)$ solves $O\varphi=b$, although $\sum_ib_iq_i=-2\neq0$.

## A three-mode chain that meets the conditions

```lean
/-- Frequencies 1, 2, 3 of the modes 0, 1, 2. -/
def chainFreq (i : Fin 3) : ℝ := ((i : ℕ) : ℝ) + 1
```

Modes $0,1,2$ have frequencies $1,2,3$.

```lean
/-- Unit rates for the triples `(0, 0, 1)`, `(0, 1, 2)` and `(1, 0, 2)` of modes, and rate zero for
all others. -/
def chainRate (p : Fin 3 × Fin 3 × Fin 3) : ℝ :=
  if (p.1 : ℕ) + (p.2.1 : ℕ) + 1 = (p.2.2 : ℕ) then 1 else 0
```

The active triples are $(0,0,1)$, $(0,1,2)$ and $(1,0,2)$, each with unit rate. In terms of frequencies they read $1+1=2$, $1+2=3$ and $2+1=3$.

```lean
/-- Three collinear modes with `q = ω`, drift `u = 1/2`, source `b = ω` and `v = 1` meet the
hypotheses on modes, rates and source in `no_solution_but_relaxation_time`. -/
theorem no_solution_but_relaxation_time_witness :
    Conserving chainFreq (fun i (_ : Fin 1) => chainFreq i) chainRate ∧
    (∀ i, 0 < chainFreq i - (fun _ : Fin 1 => (1 / 2 : ℝ)) ⬝ᵥ (fun _ => chainFreq i)) ∧
    (∀ p, 0 ≤ chainRate p) ∧
    (∀ m, ∃ p, 0 < chainRate p ∧ (m = p.1 ∨ m = p.2.1 ∨ m = p.2.2)) ∧
    ∑ i, chainFreq i * ((fun _ : Fin 1 => (1 : ℝ)) ⬝ᵥ (fun _ => chainFreq i)) ≠ 0 := by
  have hf : ∀ i, 0 < chainFreq i := fun i => by unfold chainFreq; positivity
  refine ⟨fun p hp => ?_, fun i => ?_, fun p => ?_, fun m => ?_, ?_⟩
  · have h : (p.1 : ℕ) + (p.2.1 : ℕ) + 1 = (p.2.2 : ℕ) := by
      by_contra h
      exact hp (if_neg h)
    have h' : ((p.1 : ℕ) : ℝ) + ((p.2.1 : ℕ) : ℝ) + 1 = ((p.2.2 : ℕ) : ℝ) := by
      exact_mod_cast h
    have e : chainFreq p.1 + chainFreq p.2.1 = chainFreq p.2.2 := by
      unfold chainFreq; linarith
    exact ⟨e, funext fun _ => e⟩
  · simp only [dotProduct, Finset.univ_unique, Finset.sum_singleton]
    linarith [hf i]
  · unfold chainRate
    split_ifs <;> norm_num
  · fin_cases m
    · exact ⟨(0, 0, 1), by simp [chainRate], Or.inl rfl⟩
    · exact ⟨(0, 0, 1), by simp [chainRate], Or.inr (Or.inr rfl)⟩
    · exact ⟨(0, 1, 2), by simp [chainRate], Or.inr (Or.inr rfl)⟩
  · refine (Finset.sum_pos (fun i _ => ?_) Finset.univ_nonempty).ne'
    simp only [dotProduct, Finset.univ_unique, Finset.sum_singleton, one_mul]
    exact mul_pos (hf i) (hf i)

end

end PhononBoltzmann
```

Set $d=1$, $q_i=\omega_i$, $u=1/2$, $b_i=\omega_i$ and $v=1$. Frequency and wave vector are conserved together, the shifted frequencies are $\omega_i/2>0$, and every mode occurs in a process. The source condition reads $\sum_i\omega_i^2=14\neq0$. Because $q=\omega$, this source also supplies energy, which the collisions conserve too, so the chain shows that the hypotheses can be met but does not separate the two obstructions. With any $\beta>0$, the preceding theorem therefore applies to this chain.

```lean
#print axioms PhononBoltzmann.collision_drifting
-- 'PhononBoltzmann.collision_drifting' depends on axioms: [propext, Classical.choice, Quot.sound]
#print axioms PhononBoltzmann.collision_linearised
-- 'PhononBoltzmann.collision_linearised' depends on axioms: [propext, Classical.choice, Quot.sound]
#print axioms PhononBoltzmann.no_solution_but_relaxation_time
-- 'PhononBoltzmann.no_solution_but_relaxation_time' depends on axioms: [propext, Classical.choice, Quot.sound]
```
